# A convex function summed over all eigenvalues of a Hermitian matrix $H_0+gV$ is convex in $g$

Let $H_0$ and $V$ be Hermitian matrices of the same finite size, let $g$ be a real coupling, and let $f$ be a convex function on the real line. If $E_k(g)$ are the eigenvalues of $H_0+gV$, counted with multiplicity, then

$$S(g)=\sum_k f(E_k(g))$$

is a convex function of $g$.

As the coupling varies, a single level can curve upwards or downwards. The sum of a convex function over the whole spectrum is convex all the same. For noninteracting fermions whose one-particle Hamiltonian is linear in one parameter, in a fixed finite basis, it follows that the grand potential at fixed positive temperature and fixed chemical potential is concave in that parameter. Its values at two couplings therefore give a lower bound at every coupling in between.

## A finite orthonormal basis

The type `n` labels a finite orthonormal basis that does not change with $g$.

```lean
import Mathlib

open Matrix Set

namespace SpectralSumConvexity

noncomputable section

variable {n : Type*} [Fintype n] [DecidableEq n]

/-- The Hamiltonian `H0 + g V` with real coupling `g`. -/
def coupled (H0 V : Matrix n n ℂ) (g : ℝ) : Matrix n n ℂ := H0 + (g : ℂ) • V
```

The quantity `expect A x` is $\mathrm{Re}\langle x,Ax\rangle$. For Hermitian $A$ and any nonzero $x$, the expectation value in the corresponding physical state is `expect A x` divided by $\|x\|^2$.

```lean
/-- The real part of `⟨x, A x⟩`. For Hermitian `A` and normalised `x` it is the expectation value of
`A` in the state `x`. -/
def expect (A : Matrix n n ℂ) (x : EuclideanSpace ℂ n) : ℝ :=
  (inner ℂ x (Matrix.toEuclideanLin A x)).re
```

The eigenvalues carry the same labels as the basis, so a degenerate level appears as often as its multiplicity. No level has to be followed through a crossing, because the sum does not depend on the labelling.

```lean
/-- The sum of `f` over all eigenvalues of a Hermitian matrix, counted with multiplicity. -/
def spectralSum (f : ℝ → ℝ) {A : Matrix n n ℂ} (hA : A.IsHermitian) : ℝ :=
  ∑ k, f (hA.eigenvalues k)
```

With inverse temperature $\beta$ and chemical potential $\mu$, the grand potential is defined by its usual one-particle formula; it is not derived from a many-particle trace.

```lean
/-- The grand potential of noninteracting fermions with one-particle Hamiltonian `A`, at inverse
temperature `β ≠ 0` and chemical potential `μ`. -/
def grandPotential (β μ : ℝ) {A : Matrix n n ℂ} (hA : A.IsHermitian) : ℝ :=
  -(1 / β) * spectralSum (fun E => Real.log (1 + Real.exp (-β * (E - μ)))) hA
```

The step from these matrices to a Hamiltonian on an infinite-dimensional space, the limit of a complete basis, is left open.

## Hermitian matrices and a real coupling

Hermiticity makes the energies real and provides an orthonormal eigenbasis. Without it the statement can lose its meaning: for the $1\times1$ matrices $H_0=0$, $V=i$, the eigenvalue $ig$ is not real for $g\neq0$, and $f$ has no value there. A real $g$ keeps the sum Hermitian.

```lean
omit [Fintype n] [DecidableEq n] in
/-- If `H0` and `V` are Hermitian, so is `H0 + g V` for every real `g`. -/
theorem coupled_isHermitian {H0 V : Matrix n n ℂ} (h0 : H0.IsHermitian) (hV : V.IsHermitian)
    (g : ℝ) : (coupled H0 V g).IsHermitian := by
  simp [Matrix.IsHermitian, coupled, Matrix.conjTranspose_add, Matrix.conjTranspose_smul,
    h0.eq, hV.eq]
```

Let $A$ be Hermitian with $Av_j=E_jv_j$ and orthonormal $v_j$. Inserting the complete set of eigenvectors and moving $A$ to the left gives

$$\langle x,Ax\rangle=\sum_j\langle x,v_j\rangle\langle v_j,Ax\rangle
=\sum_j\langle x,v_j\rangle\langle Av_j,x\rangle
=\sum_j|\langle v_j,x\rangle|^2E_j .$$

`eigen_equation` supplies the eigenvalue equation.

```lean
/-- Each vector of the eigenbasis of a Hermitian matrix satisfies the stationary Schrödinger
equation with its eigenvalue. -/
theorem eigen_equation {A : Matrix n n ℂ} (hA : A.IsHermitian) (j : n) :
    Matrix.toEuclideanLin A (hA.eigenvectorBasis j)
      = (hA.eigenvalues j : ℂ) • hA.eigenvectorBasis j := by
  ext i
  change (A *ᵥ (hA.eigenvectorBasis j).ofLp) i
    = (hA.eigenvalues j : ℂ) * (hA.eigenvectorBasis j).ofLp i
  rw [hA.mulVec_eigenvectorBasis j, Pi.smul_apply, Complex.real_smul]
```

In `expect_eq_sum`, `sum_inner_mul_inner` inserts the eigenvectors, `hsym` moves $A$ across the inner product, and the final `linear_combination` turns the product of an overlap and its conjugate into a squared modulus.

```lean
/-- For a Hermitian matrix `A` and any vector `x`, `expect A x` is the sum of the eigenvalues of `A`
weighted by the squared moduli of the overlaps of `x` with the eigenvectors. -/
theorem expect_eq_sum {A : Matrix n n ℂ} (hA : A.IsHermitian) (x : EuclideanSpace ℂ n) :
    expect A x = ∑ j, ‖inner ℂ (hA.eigenvectorBasis j) x‖ ^ 2 * hA.eigenvalues j := by
  have hsym := isSymmetric_toEuclideanLin_iff.2 hA
  have h : inner ℂ x (Matrix.toEuclideanLin A x)
      = ((∑ j, ‖inner ℂ (hA.eigenvectorBasis j) x‖ ^ 2 * hA.eigenvalues j : ℝ) : ℂ) := by
    -- insert a complete set of eigenvectors
    rw [← hA.eigenvectorBasis.sum_inner_mul_inner x (Matrix.toEuclideanLin A x)]
    push_cast
    refine Finset.sum_congr rfl fun j _ => ?_
    rw [← hsym (hA.eigenvectorBasis j) x, eigen_equation, inner_smul_left, Complex.conj_ofReal,
      ← inner_conj_symm x (hA.eigenvectorBasis j)]
    linear_combination (hA.eigenvalues j : ℂ) *
      Complex.conj_mul' (inner ℂ (hA.eigenvectorBasis j) x)
  rw [expect, h, Complex.ofReal_re]
```

## Convex $f$ and a normalised state

Normalisation says that the probabilities $p_j=|\langle v_j,x\rangle|^2$ of finding the system in the eigenstates $v_j$ add up to one. Convexity says that $f$ of an average is at most the average of $f$. Together they give Jensen's inequality,

$$f(\langle x,Ax\rangle)=f\Big(\sum_jp_jE_j\Big)\le\sum_jp_jf(E_j).$$

In the proof, `hw` is the sum of the probabilities and `hf.map_sum_le` is Jensen's inequality. Both signs of a constant show what normalisation does: $f=1$ would require $\|x\|^2\ge1$, and $f=-1$ would require $\|x\|^2\le1$.

The hypothesis `ConvexOn ℝ univ f` asks for convexity on the whole real line, not only on an interval that contains the spectrum.

```lean
/-- Jensen's inequality for a normalised state: a convex `f` of the expectation value of a
Hermitian matrix is at most the average of `f` over the measured eigenvalues. -/
theorem jensen_state {f : ℝ → ℝ} (hf : ConvexOn ℝ univ f) {A : Matrix n n ℂ}
    (hA : A.IsHermitian) {x : EuclideanSpace ℂ n} (hx : ‖x‖ = 1) :
    f (expect A x)
      ≤ ∑ j, ‖inner ℂ (hA.eigenvectorBasis j) x‖ ^ 2 * f (hA.eigenvalues j) := by
  rw [expect_eq_sum hA]
  have hw : ∑ j, ‖inner ℂ (hA.eigenvectorBasis j) x‖ ^ 2 = 1 := by
    rw [hA.eigenvectorBasis.sum_sq_norm_inner_right, hx, one_pow]
  simpa only [smul_eq_mul] using hf.map_sum_le (t := Finset.univ)
    (p := hA.eigenvalues) (fun j _ => sq_nonneg _) hw (fun j _ => mem_univ _)
```

## A mixture of two Hermitian matrices and the whole spectrum

Take $C=aA+bB$ with Hermitian $A$, $B$, weights $a,b\ge0$ and $a+b=1$. Let $u_i$ be the orthonormal eigenvectors of $C$ and $\varepsilon_i$ its eigenvalues. With $\langle M\rangle_i=\langle u_i,Mu_i\rangle$,

$$\varepsilon_i=\langle C\rangle_i=a\langle A\rangle_i+b\langle B\rangle_i,$$

and convexity of $f$ gives

$$f(\varepsilon_i)\le a f(\langle A\rangle_i)+b f(\langle B\rangle_i).$$

For $M=A$ or $M=B$, with eigenvectors $v_j$ and eigenvalues $E_j$ of $M$, Jensen's inequality in every state $u_i$ gives

$$\sum_i f(\langle M\rangle_i)\le\sum_j\Big(\sum_i|\langle v_j,u_i\rangle|^2\Big)f(E_j)=\sum_jf(E_j).$$

The inner sum is $\|v_j\|^2=1$ because the $u_i$ form a complete basis. Summing the previous inequality over $i$ and inserting this bound for both matrices gives

$$\sum_i f(\varepsilon_i)\le a\sum_j f(E_j^A)+b\sum_j f(E_j^B),$$

where $E_j^A$ and $E_j^B$ are the eigenvalues of $A$ and $B$.

The summation over all levels is used in completing the overlaps. An arbitrary selection of levels will not do. For $H_0=\sigma_z$, $V=\sigma_x$, with $\sigma_x,\sigma_z$ the Pauli matrices, the levels are $\pm\sqrt{1+g^2}$; with $f(E)=E$ the lower one alone is not convex, while the sum of both is zero.

The signs of the weights matter too. For $A=1$, $B=0$ of size one and $f(E)=E^2$, the inequality with $b=1-a$ reads $a^2\le a$, which fails when either weight is negative.

In the proof, `key` is the bound for $M$, with `Finset.sum_comm` exchanging the sums and `sum_sq_norm_inner_left` completing the overlaps. `hE` writes each $\varepsilon_i$ as a mixture, and the last `calc` applies `hf.2`, splits the sum and uses `key` twice. Nonnegative weights are needed both for convexity and for multiplying the two bounds.

```lean
/-- For convex `f`, the spectral sum of a mixture `a A + b B` of Hermitian matrices, with
nonnegative weights adding to one, is at most the mixture of the spectral sums. -/
theorem spectralSum_mixture {f : ℝ → ℝ} (hf : ConvexOn ℝ univ f) {A B C : Matrix n n ℂ}
    (hA : A.IsHermitian) (hB : B.IsHermitian) (hC : C.IsHermitian) {a b : ℝ}
    (ha : 0 ≤ a) (hb : 0 ≤ b) (hab : a + b = 1) (hmix : C = (a : ℂ) • A + (b : ℂ) • B) :
    spectralSum f hC ≤ a * spectralSum f hA + b * spectralSum f hB := by
  let u := hC.eigenvectorBasis
  have hu : ∀ i, ‖u i‖ = 1 := fun i => u.orthonormal.1 i
  -- Jensen in every eigenvector of the mixture; the overlaps add up to one
  have key : ∀ {M : Matrix n n ℂ} (hM : M.IsHermitian),
      ∑ i, f (expect M (u i)) ≤ spectralSum f hM := by
    intro M hM
    have hv : ∀ j, ‖hM.eigenvectorBasis j‖ = 1 := fun j => hM.eigenvectorBasis.orthonormal.1 j
    calc ∑ i, f (expect M (u i))
        ≤ ∑ i, ∑ j, ‖inner ℂ (hM.eigenvectorBasis j) (u i)‖ ^ 2 * f (hM.eigenvalues j) :=
          Finset.sum_le_sum fun i _ => jensen_state hf hM (hu i)
      _ = ∑ j, (∑ i, ‖inner ℂ (hM.eigenvectorBasis j) (u i)‖ ^ 2) * f (hM.eigenvalues j) := by
          rw [Finset.sum_comm]
          simp only [Finset.sum_mul]
      _ = spectralSum f hM := by
          simp only [u.sum_sq_norm_inner_left, hv, one_pow, one_mul, spectralSum]
  -- each level of the mixture is a mixture of two expectation values
  have hE : ∀ i, hC.eigenvalues i = a * expect A (u i) + b * expect B (u i) := by
    intro i
    have h1 : expect C (u i) = hC.eigenvalues i := by
      rw [expect, eigen_equation hC i, inner_smul_right, inner_self_eq_norm_sq_to_K, hu i]
      simp
    rw [← h1, hmix]
    simp only [expect, map_add, map_smul, LinearMap.add_apply, LinearMap.smul_apply,
      inner_add_right, inner_smul_right, Complex.add_re, Complex.re_ofReal_mul]
  calc spectralSum f hC
      ≤ ∑ i, (a * f (expect A (u i)) + b * f (expect B (u i))) := by
        refine Finset.sum_le_sum fun i _ => ?_
        rw [hE i]
        exact hf.2 (mem_univ _) (mem_univ _) ha hb hab
    _ = a * ∑ i, f (expect A (u i)) + b * ∑ i, f (expect B (u i)) := by
        rw [Finset.sum_add_distrib, Finset.mul_sum, Finset.mul_sum]
    _ ≤ _ := add_le_add (mul_le_mul_of_nonneg_left (key hA) ha)
        (mul_le_mul_of_nonneg_left (key hB) hb)
```

## Linear dependence on the coupling

A linear coupling describes, for example, a static electric field acting on a fixed dipole operator. For two couplings $x,y$ and weights $a,b\ge0$ with $a+b=1$,

$$H_0+(ax+by)V=a(H_0+xV)+b(H_0+yV),$$

so the inequality for mixtures becomes

$$S(ax+by)\le aS(x)+bS(y).$$

This is the convexity of $S$. In Lean, `hc` is used to write $H_0$ as $(a+b)H_0$, and `module` regroups the terms.

An arbitrary dependence on $g$ would not suffice: the $1\times1$ Hamiltonian $-g^2$ with $f(E)=E$ gives a sum that is not convex. In the nonrelativistic kinetic energy, a magnetic field that enters through the vector potential also brings a quadratic term, so the theorem does not apply directly there with the field strength as $g$.

```lean
/-- For Hermitian `H0`, `V` and convex `f`, the sum of `f` over all eigenvalues of `H0 + g V`,
counted with multiplicity, is a convex function of the real coupling `g`. -/
theorem spectralSum_convex {f : ℝ → ℝ} (hf : ConvexOn ℝ univ f) {H0 V : Matrix n n ℂ}
    (h0 : H0.IsHermitian) (hV : V.IsHermitian) :
    ConvexOn ℝ univ (fun g : ℝ => spectralSum f (coupled_isHermitian h0 hV g)) := by
  refine ⟨convex_univ, fun x _ y _ a b ha hb hab => ?_⟩
  refine spectralSum_mixture hf _ _ _ ha hb hab ?_
  have hc : (a : ℂ) + b = 1 := by exact_mod_cast hab
  simp only [coupled, smul_eq_mul, Complex.ofReal_add, Complex.ofReal_mul]
  calc H0 + ((a : ℂ) * x + b * y) • V
      = ((a : ℂ) + b) • H0 + ((a : ℂ) * x + b * y) • V := by rw [hc, one_smul]
    _ = _ := by module
```

## Convexity of $f$ is forced in every nonzero dimension

Suppose that $S$ is convex for every Hermitian pair $H_0,V$ of one fixed size $N\ge1$. Choose $H_0=0$ and $V=1$. All $N$ levels equal $g$, so $S(g)=Nf(g)$, and division by $N$ shows that $f$ is convex. A function that is not convex therefore fails for this uniform energy shift.

The assumption `[Nonempty n]` means $N\ge1$. For $N=0$ every spectral sum is zero and says nothing about $f$.

In the proof, `hg` compares two expressions for the action of $g\cdot1$ on an eigenvector and cancels the nonzero vector. `hs` then gives $Nf(g)$, and the positive factor $N$ is cancelled at the end.

```lean
/-- Converse in any fixed nonzero dimension: if the spectral sum of `f` is convex in the coupling
for all Hermitian `H0` and `V`, then `f` is convex. -/
theorem convex_of_spectralSum_convex [Nonempty n] {f : ℝ → ℝ}
    (h : ∀ (H0 V : Matrix n n ℂ) (h0 : H0.IsHermitian) (hV : V.IsHermitian),
      ConvexOn ℝ univ (fun g : ℝ => spectralSum f (coupled_isHermitian h0 hV g))) :
    ConvexOn ℝ univ f := by
  have h0 : (0 : Matrix n n ℂ).IsHermitian := Matrix.isHermitian_zero
  have h1 : (1 : Matrix n n ℂ).IsHermitian := Matrix.isHermitian_one
  -- all levels of `0 + g 1` equal `g`
  have hs : ∀ g : ℝ, spectralSum f (coupled_isHermitian h0 h1 g) = Fintype.card n * f g := by
    intro g
    have hg : ∀ k, (coupled_isHermitian h0 h1 g).eigenvalues k = g := by
      intro k
      let v := (coupled_isHermitian h0 h1 g).eigenvectorBasis k
      have hv : v ≠ 0 := by
        intro hz
        have hn : ‖v‖ = 1 := (coupled_isHermitian h0 h1 g).eigenvectorBasis.orthonormal.1 k
        simp [hz] at hn
      have e : Matrix.toEuclideanLin (coupled 0 1 g) v = (g : ℂ) • v := by
        ext i
        change ((0 + (g : ℂ) • (1 : Matrix n n ℂ)) *ᵥ v.ofLp) i = (g : ℂ) * v.ofLp i
        rw [zero_add, Matrix.smul_mulVec, Matrix.one_mulVec, Pi.smul_apply, smul_eq_mul]
      have e2 := (eigen_equation (coupled_isHermitian h0 h1 g) k).symm.trans e
      exact_mod_cast smul_left_injective ℂ hv e2
    simp [spectralSum, hg]
  have hc : (0 : ℝ) < Fintype.card n := by exact_mod_cast Fintype.card_pos
  refine ⟨convex_univ, fun x _ y _ a b ha hb hab => ?_⟩
  have k := (h 0 1 h0 h1).2 (mem_univ x) (mem_univ y) ha hb hab
  simp only [hs, smul_eq_mul] at k ⊢
  refine le_of_mul_le_mul_left ?_ hc
  linarith
```

## Positive temperature and fixed chemical potential

For noninteracting fermions, each one-particle level contributes

$$\varphi(E)=\log\big(1+e^{-\beta(E-\mu)}\big),\qquad
\varphi'(E)=\frac{-\beta e^{-\beta(E-\mu)}}{1+e^{-\beta(E-\mu)}}
=\frac{-\beta}{1+e^{\beta(E-\mu)}} .$$

For $\beta>0$ the denominator on the right grows with $E$, so this negative slope increases and $\varphi$ is convex. Hence $\sum_k\varphi(E_k(g))$ is convex in $g$, and multiplication by $-1/\beta<0$ makes the grand potential

$$\Omega(g)=-\frac1\beta\sum_k\varphi(E_k(g))$$

concave.

`hd` computes the slope, `hf` obtains convexity from its monotonicity, and the closing lines multiply the inequality for the spectral sum by $1/\beta$ and reverse its sign. Positivity of $\beta$ enters in both the monotonicity argument and this last multiplication. At negative $\beta$ concavity can fail: for the single level $E=g$, $\varphi$ is still strictly convex, but the prefactor $-1/\beta$ is positive.

Fixed $\mu$ means that the particle number may change with $g$. The theorem also assumes that the one-particle Hamiltonian is linear in $g$, which a self-consistent mean field generally violates.

```lean
/-- For Hermitian `H0`, `V` and inverse temperature `β > 0`, the grand potential of noninteracting
fermions with one-particle Hamiltonian `H0 + g V` is concave in `g` at fixed `μ`. -/
theorem grandPotential_concave {β : ℝ} (hβ : 0 < β) (μ : ℝ) {H0 V : Matrix n n ℂ}
    (h0 : H0.IsHermitian) (hV : V.IsHermitian) :
    ConcaveOn ℝ univ (fun g : ℝ => grandPotential β μ (coupled_isHermitian h0 hV g)) := by
  -- the slope of the one-level term is `-β` times the Fermi function
  have hd : ∀ x : ℝ, HasDerivAt (fun E => Real.log (1 + Real.exp (-β * (E - μ))))
      (-β / (1 + Real.exp (β * (x - μ)))) x := by
    intro x
    have h1 := ((hasDerivAt_id' x).sub_const μ).const_mul (-β)
    have hne : 1 + Real.exp (-β * (x - μ)) ≠ 0 := by positivity
    refine ((h1.exp.const_add 1).log hne).congr_deriv ?_
    have e : Real.exp (-β * (x - μ)) * Real.exp (β * (x - μ)) = 1 := by
      rw [← Real.exp_add, neg_mul, neg_add_cancel, Real.exp_zero]
    rw [div_eq_div_iff hne (by positivity)]
    linear_combination (-β) * e
  have hf : ConvexOn ℝ univ (fun E => Real.log (1 + Real.exp (-β * (E - μ)))) := by
    refine Monotone.convexOn_univ_of_deriv (fun x => (hd x).differentiableAt) ?_
    intro x y hxy
    rw [(hd x).deriv, (hd y).deriv, div_le_div_iff₀ (by positivity) (by positivity)]
    have hexp : Real.exp (β * (x - μ)) ≤ Real.exp (β * (y - μ)) :=
      Real.exp_le_exp.2 (mul_le_mul_of_nonneg_left (by linarith) hβ.le)
    nlinarith [mul_le_mul_of_nonneg_left hexp hβ.le]
  refine ⟨convex_univ, fun x _ y _ a b ha hb hab => ?_⟩
  have k := (spectralSum_convex hf h0 hV).2 (mem_univ x) (mem_univ y) ha hb hab
  have m := mul_le_mul_of_nonneg_left k (one_div_pos.2 hβ).le
  simp only [grandPotential, smul_eq_mul] at m ⊢
  linarith

end

end SpectralSumConvexity
```

```lean
#print axioms SpectralSumConvexity.spectralSum_convex
#print axioms SpectralSumConvexity.convex_of_spectralSum_convex
#print axioms SpectralSumConvexity.grandPotential_concave
```

```
'SpectralSumConvexity.spectralSum_convex' depends on axioms: [propext, Classical.choice, Quot.sound]
'SpectralSumConvexity.convex_of_spectralSum_convex' depends on axioms: [propext, Classical.choice, Quot.sound]
'SpectralSumConvexity.grandPotential_concave' depends on axioms: [propext, Classical.choice, Quot.sound]
```
